# For two momenta on the same positive-mass shell, k·q + m² ≤ EE′, with equality exactly when the momenta are equal

The declaration `mass_shell_le` concerns two real three-component momenta k and q with the same mass m > 0 and energies E = √(k·k + m²) and E′ = √(q·q + m²), in units where c = 1. It states that k·q + m² ≤ EE′, and that equality holds if and only if k = q. The attempt writes (EE′)² − (k·q + m²)² as |k × q|² + m²|k − q|², which is non-negative, and deduces the inequality from this. In the case of equality this expression vanishes, so the squared differences of the components sum to at most zero, and the attempt concludes that each component of k equals that of q.

Lean 4 with Mathlib refuses this proof:

```lean
import Mathlib

open Matrix

namespace MassShellLe

noncomputable section

/-- The relativistic energy `E = √(k·k + m²)`. -/
def energy (m : ℝ) (k : Fin 3 → ℝ) : ℝ := √(k ⬝ᵥ k + m ^ 2)

/-- The relativistic dispersion relation `E² = k₀² + k₁² + k₂² + m²`. -/
theorem energy_sq (m : ℝ) (k : Fin 3 → ℝ) :
    energy m k ^ 2 = k 0 ^ 2 + k 1 ^ 2 + k 2 ^ 2 + m ^ 2 := by
  have h : k ⬝ᵥ k + m ^ 2 = k 0 ^ 2 + k 1 ^ 2 + k 2 ^ 2 + m ^ 2 := by
    simp only [dotProduct, Fin.sum_univ_three]
    ring
  rw [energy, h, Real.sq_sqrt (by positivity)]

/-- For positive mass the energy is positive. -/
theorem energy_pos {m : ℝ} (hm : 0 < m) (k : Fin 3 → ℝ) : 0 < energy m k := by
  have h0 : 0 ≤ energy m k := Real.sqrt_nonneg _
  have h1 : 0 < energy m k ^ 2 := by
    rw [energy_sq]
    positivity
  exact lt_of_le_of_ne h0 (fun h => by rw [← h] at h1; norm_num at h1)

/-- For two momenta on the same mass shell with `m > 0`, `k·q + m² ≤ E E'`, with equality
exactly when `k = q`. -/
theorem mass_shell_le {m : ℝ} (hm : 0 < m) (k q : Fin 3 → ℝ) :
    k ⬝ᵥ q + m ^ 2 ≤ energy m k * energy m q ∧
    (k ⬝ᵥ q + m ^ 2 = energy m k * energy m q ↔ k = q) := by
  have hpos := mul_pos (energy_pos hm k) (energy_pos hm q)
  -- the difference of squares is |k × q|² + m²|k - q|²
  have key : (energy m k * energy m q) ^ 2 - (k ⬝ᵥ q + m ^ 2) ^ 2 =
      (k 0 * q 1 - k 1 * q 0) ^ 2 + (k 1 * q 2 - k 2 * q 1) ^ 2 + (k 2 * q 0 - k 0 * q 2) ^ 2
        + m ^ 2 * ((k 0 - q 0) ^ 2 + (k 1 - q 1) ^ 2 + (k 2 - q 2) ^ 2) := by
    rw [mul_pow, energy_sq, energy_sq]
    simp only [dotProduct, Fin.sum_univ_three]
    ring
  refine ⟨?_, ?_, ?_⟩
  · have hs : 0 ≤ (energy m k * energy m q) ^ 2 - (k ⬝ᵥ q + m ^ 2) ^ 2 := by
      rw [key]
      positivity
    by_contra h
    have h' := not_le.mp h
    nlinarith [mul_pos (sub_pos.2 h') (add_pos (hpos.trans h') hpos)]
  · intro h
    rw [h, sub_self] at key
    have hS : (k 0 - q 0) ^ 2 + (k 1 - q 1) ^ 2 + (k 2 - q 2) ^ 2 ≤ 0 := by
      refine le_of_mul_le_mul_left ?_ (pow_pos hm 2)
      linarith [sq_nonneg (k 0 * q 1 - k 1 * q 0), sq_nonneg (k 1 * q 2 - k 2 * q 1),
        sq_nonneg (k 2 * q 0 - k 0 * q 2)]
    have hz : ∀ x : ℝ, x ^ 2 ≤ 0 → x = 0 := fun x hx =>
      pow_eq_zero_iff two_ne_zero |>.1 (le_antisymm hx (sq_nonneg x))
    have a := sq_nonneg (k 0 - q 0)
    have b := sq_nonneg (k 1 - q 1)
    have c := sq_nonneg (k 2 - q 2)
    funext i
    fin_cases i
    · exact sub_eq_zero.1 (hz _ (by linarith))
    · exact sub_eq_zero.1 (hz _ (by linarith))
    · exact sub_eq_zero.1 (hz _ (by linarith))
  · rintro rfl
    rw [← sq, energy_sq]
    simp only [dotProduct, Fin.sum_univ_three]
    ring

end

end MassShellLe
```

Compiling this gives:

```
Main.lean:61:36: error: linarith failed to find a contradiction
m : ℝ
hm : 0 < m
k q : Fin 3 → ℝ
hpos : 0 < energy m k * energy m q
key :
  0 =
    (k 0 * q 1 - k 1 * q 0) ^ 2 + (k 1 * q 2 - k 2 * q 1) ^ 2 + (k 2 * q 0 - k 0 * q 2) ^ 2 +
      m ^ 2 * ((k 0 - q 0) ^ 2 + (k 1 - q 1) ^ 2 + (k 2 - q 2) ^ 2)
h : k ⬝ᵥ q + m ^ 2 = energy m k * energy m q
hS : (k 0 - q 0) ^ 2 + (k 1 - q 1) ^ 2 + (k 2 - q 2) ^ 2 ≤ 0
hz : ∀ (x : ℝ), x ^ 2 ≤ 0 → x = 0
a : 0 ≤ (k 0 - q 0) ^ 2
b : 0 ≤ (k 1 - q 1) ^ 2
c : 0 ≤ (k 2 - q 2) ^ 2
a✝ : 0 < (k ((fun i => i) ⟨0, ⋯⟩) - q ((fun i => i) ⟨0, ⋯⟩)) ^ 2
⊢ False
failed
Main.lean:62:36: error: linarith failed to find a contradiction
m : ℝ
hm : 0 < m
k q : Fin 3 → ℝ
hpos : 0 < energy m k * energy m q
key :
  0 =
    (k 0 * q 1 - k 1 * q 0) ^ 2 + (k 1 * q 2 - k 2 * q 1) ^ 2 + (k 2 * q 0 - k 0 * q 2) ^ 2 +
      m ^ 2 * ((k 0 - q 0) ^ 2 + (k 1 - q 1) ^ 2 + (k 2 - q 2) ^ 2)
h : k ⬝ᵥ q + m ^ 2 = energy m k * energy m q
hS : (k 0 - q 0) ^ 2 + (k 1 - q 1) ^ 2 + (k 2 - q 2) ^ 2 ≤ 0
hz : ∀ (x : ℝ), x ^ 2 ≤ 0 → x = 0
a : 0 ≤ (k 0 - q 0) ^ 2
b : 0 ≤ (k 1 - q 1) ^ 2
c : 0 ≤ (k 2 - q 2) ^ 2
a✝ : 0 < (k ((fun i => i) ⟨1, ⋯⟩) - q ((fun i => i) ⟨1, ⋯⟩)) ^ 2
⊢ False
failed
Main.lean:63:36: error: linarith failed to find a contradiction
m : ℝ
hm : 0 < m
k q : Fin 3 → ℝ
hpos : 0 < energy m k * energy m q
key :
  0 =
    (k 0 * q 1 - k 1 * q 0) ^ 2 + (k 1 * q 2 - k 2 * q 1) ^ 2 + (k 2 * q 0 - k 0 * q 2) ^ 2 +
      m ^ 2 * ((k 0 - q 0) ^ 2 + (k 1 - q 1) ^ 2 + (k 2 - q 2) ^ 2)
h : k ⬝ᵥ q + m ^ 2 = energy m k * energy m q
hS : (k 0 - q 0) ^ 2 + (k 1 - q 1) ^ 2 + (k 2 - q 2) ^ 2 ≤ 0
hz : ∀ (x : ℝ), x ^ 2 ≤ 0 → x = 0
a : 0 ≤ (k 0 - q 0) ^ 2
b : 0 ≤ (k 1 - q 1) ^ 2
c : 0 ≤ (k 2 - q 2) ^ 2
a✝ : 0 < (k ((fun i => i) ⟨2, ⋯⟩) - q ((fun i => i) ⟨2, ⋯⟩)) ^ 2
⊢ False
failed
```

The mended proof, as a diff:

```diff
@@ -57,9 +57,10 @@
     have b := sq_nonneg (k 1 - q 1)
     have c := sq_nonneg (k 2 - q 2)
+    have h0 : k 0 = q 0 := sub_eq_zero.1 (hz _ (by linarith))
+    have h1 : k 1 = q 1 := sub_eq_zero.1 (hz _ (by linarith))
+    have h2 : k 2 = q 2 := sub_eq_zero.1 (hz _ (by linarith))
     funext i
     fin_cases i
-    · exact sub_eq_zero.1 (hz _ (by linarith))
-    · exact sub_eq_zero.1 (hz _ (by linarith))
-    · exact sub_eq_zero.1 (hz _ (by linarith))
+    exacts [h0, h1, h2]
   · rintro rfl
     rw [← sq, energy_sq]
```

What went wrong. The three errors are one failure, repeated for each component. After `fin_cases i`, the index in the goal is not the literal `0` but `(fun i => i) ⟨0, ⋯⟩`, and likewise for `1` and `2`. The placeholder in `hz _` is filled from that goal, so `linarith` must bound the square of a difference written with this index, as the last hypothesis in each message shows. The facts `hS`, `a`, `b` and `c` use `k 0`, `q 0` and so on. The two forms are equal by definition, but `linarith` does not identify them here, so it cannot combine the facts into a contradiction.

The repair proves `h0`, `h1` and `h2` before the case split, with the literal indices in their statements. Now the square to be bounded is written as in `hS`, and `linarith` succeeds. After `fin_cases i`, `exacts [h0, h1, h2]` closes the three goals, since checking a finished proof against a goal accepts the two forms of the index as equal by definition. Using one `exacts` in place of three bullets is mere tidying.
